# At most one positive solution of the COSMO-RS equations for a normalised segment profile

In COSMO-RS, a liquid is described by the screening charges on the surfaces of its molecules. The surfaces are cut into segments, the segments are sorted into bins by charge density, and segments touch in pairs. The activity coefficient of each kind of segment depends on those of all the others, so the equations are usually solved by iteration from a starting guess. Could a different guess lead to a different positive solution?

For finitely many bins, with fixed, finite contact energies and non-negative weights that sum to one, it cannot: two positive solutions are equal. An iteration that converges to a positive solution of this pairwise-contact model therefore has a limit independent of the guess. Whether it converges, and whether a solution exists for general contact energies, are separate questions.

## From contact energies to a coupling matrix

The finite type `ι` labels the bins; "segment $i$" below means the kind of segment in bin $i$.

```lean
import Mathlib

open Finset

namespace CosmoRSUniqueness

noncomputable section

variable {ι : Type*} [Fintype ι]
```

Let $A$ be a real matrix and $x$ a vector with one entry per bin. The algebraic problem is

$$x_i>0,\qquad x_i\sum_j A_{ij}x_j=1\quad\text{for every } i.$$

```lean
/-- A positive vector `x` is self-consistent for the coupling matrix `A` if
`x i * ∑ j, A i j * x j = 1` for every segment `i`. -/
def IsSelfConsistent (A : Matrix ι ι ℝ) (x : ι → ℝ) : Prop :=
  ∀ i, 0 < x i ∧ x i * ∑ j, A i j * x j = 1
```

Let $p_j$ be the profile weight of bin $j$, $E_{ij}$ the energy of a contact between segments $i$ and $j$, and $\beta=1/k_BT$. The physical matrix is $A_{ij}=p_j e^{-\beta E_{ij}}$. It need not be symmetric, even if $E$ is.

```lean
/-- The COSMO-RS coupling matrix: the profile weight `p j` of segment `j` times the Boltzmann
factor of the contact energy `E i j` at inverse temperature `β`. -/
def segmentMatrix (p : ι → ℝ) (E : ι → ι → ℝ) (β : ℝ) : Matrix ι ι ℝ :=
  fun i j => p j * Real.exp (-β * E i j)
```

The activity coefficients $\Gamma_i>0$ obey

$$\ln\Gamma_i=-\ln\sum_j p_j e^{-\beta E_{ij}}\Gamma_j .$$

```lean
/-- The COSMO-RS equations for positive segment activity coefficients `Γ`:
`ln Γ i = - ln ∑ j, p j * exp (-β E i j) * Γ j`, for a profile `p` that makes the sums positive. -/
def IsSegmentActivity (p : ι → ℝ) (E : ι → ι → ℝ) (β : ℝ) (Γ : ι → ℝ) : Prop :=
  ∀ i, 0 < Γ i ∧ Real.log (Γ i) = -Real.log (∑ j, p j * Real.exp (-β * E i j) * Γ j)
```

These equations are the starting point. That contacts in a real liquid form independent pairs with energies $E_{ij}$ is assumed in writing them down. In Lean, $E$ is an arbitrary real array and $\beta$ an arbitrary real number.

## A bound that changes sides

Let $x$ and $y$ both solve the algebraic problem for $A_{ij}\ge0$. Say that $i$ couples to $j$ when $A_{ij}>0$. If $x_j\le c\,y_j$ for every $j$ to which $i$ couples, then

$$y_i=x_iy_i\sum_jA_{ij}x_j\le c\,x_iy_i\sum_jA_{ij}y_j=c\,x_i .$$

The first equality uses the equation for $x_i$, the last the equation for $y_i$.

```lean
/-- Let `x` and `y` be self-consistent for a non-negative coupling matrix. If `x ≤ c y` on all
segments to which segment `i` couples, then `y ≤ c x` at segment `i`. -/
theorem ratio_bound_swaps {A : Matrix ι ι ℝ} {x y : ι → ℝ} {c : ℝ}
    (hA : ∀ i j, 0 ≤ A i j) (hx : IsSelfConsistent A x) (hy : IsSelfConsistent A y)
    (i : ι) (h : ∀ j, 0 < A i j → x j ≤ c * y j) : y i ≤ c * x i := by
  have hs : ∑ j, A i j * x j ≤ c * ∑ j, A i j * y j := by
    rw [Finset.mul_sum]
    apply Finset.sum_le_sum
    intro j _
    rcases (hA i j).eq_or_lt with h0 | h0
    · simp [← h0]
    · linarith [mul_le_mul_of_nonneg_left (h j h0) h0.le,
        mul_left_comm (A i j) c (y j)]
  calc y i = (x i * y i) * ∑ j, A i j * x j := by
        linear_combination (-(y i)) * (hx i).2
    _ ≤ (x i * y i) * (c * ∑ j, A i j * y j) :=
        mul_le_mul_of_nonneg_left hs (mul_pos (hx i).1 (hy i).1).le
    _ = c * x i := by linear_combination (c * x i) * (hy i).2
```

## The largest ratio must be one

Suppose that every segment to which some segment couples also couples to itself; this is `hd`. With no bins there is nothing to prove. Otherwise, no row of $A$ vanishes, since its product with $x$ is non-zero; so some segment is coupled to, and by `hd` it is self-coupled. Among all self-coupled segments let $k$ maximise $x_j/y_j$, and call the maximum $M>0$.

Then $x_j\le My_j$ on all self-coupled segments, which include every segment that any row couples to. The bound above gives $y_i\le Mx_i$ for all $i$; applied again with $x$ and $y$ exchanged, it gives $x_i\le My_i$ for all $i$. In row $k$, where $x_k=My_k$,

$$\sum_jA_{kj}(Mx_j-y_j)=\frac{M}{x_k}-\frac1{y_k}=0 .$$

Every term is non-negative, so every term vanishes. Since $A_{kk}>0$, the term $j=k$ gives $y_k=Mx_k=M^2y_k$. Hence $M=1$, and the two bounds become $y_i\le x_i\le y_i$.

```lean
/-- A non-negative coupling matrix has at most one self-consistent vector, provided every segment
to which some segment couples also couples to itself. -/
theorem selfConsistent_unique {A : Matrix ι ι ℝ} {x y : ι → ℝ}
    (hA : ∀ i j, 0 ≤ A i j) (hd : ∀ i j, 0 < A i j → 0 < A j j)
    (hx : IsSelfConsistent A x) (hy : IsSelfConsistent A y) : x = y := by
  ext i₀
  -- segment `i₀` couples to some segment, since no row of `A` vanishes
  have hex : ∃ j, 0 < A i₀ j := by
    by_contra hne
    have h0 : ∀ j, A i₀ j = 0 := fun j =>
      le_antisymm (not_lt.mp fun h => hne ⟨j, h⟩) (hA i₀ j)
    have h1 := (hx i₀).2
    simp [h0] at h1
  obtain ⟨j₀, hj₀⟩ := hex
  -- the largest ratio `M = x k / y k` among the segments that couple to themselves
  obtain ⟨k, hk, hmax⟩ := Finset.exists_max_image
    (Finset.univ.filter fun j => 0 < A j j) (fun j => x j / y j)
    ⟨j₀, Finset.mem_filter.mpr ⟨Finset.mem_univ _, hd _ _ hj₀⟩⟩
  have hkk : 0 < A k k := (Finset.mem_filter.mp hk).2
  obtain ⟨M, hM⟩ : ∃ M, M = x k / y k := ⟨_, rfl⟩
  have hMpos : 0 < M := by
    rw [hM]
    exact div_pos (hx k).1 (hy k).1
  have hkM : x k = M * y k := by rw [hM, div_mul_cancel₀ _ (hy k).1.ne']
  have hb : ∀ j, 0 < A j j → x j ≤ M * y j := by
    intro j hj
    have h := hmax j (Finset.mem_filter.mpr ⟨Finset.mem_univ _, hj⟩)
    rw [hM]
    exact (div_le_iff₀ (hy j).1).mp h
  have h1 : ∀ i, y i ≤ M * x i := fun i =>
    ratio_bound_swaps hA hx hy i fun j hj => hb j (hd i j hj)
  have h2 : ∀ i, x i ≤ M * y i := fun i =>
    ratio_bound_swaps hA hy hx i fun j _ => h1 j
  -- in row `k` the bound `y ≤ M x` is saturated
  have hsum : ∑ j, A k j * (M * x j - y j) = 0 := by
    have e : ∑ j, A k j * (M * x j - y j)
        = M * ∑ j, A k j * x j - ∑ j, A k j * y j := by
      rw [Finset.mul_sum, ← Finset.sum_sub_distrib]
      exact Finset.sum_congr rfl fun j _ => by ring
    have h0 : y k * (M * ∑ j, A k j * x j - ∑ j, A k j * y j) = 0 := by
      linear_combination (hx k).2 - (hy k).2 - (∑ j, A k j * x j) * hkM
    rw [e]
    exact (mul_eq_zero.mp h0).resolve_left (hy k).1.ne'
  have hterm := (Finset.sum_eq_zero_iff_of_nonneg
    (fun j _ => mul_nonneg (hA k j) (sub_nonneg.mpr (h1 j)))).mp hsum k (Finset.mem_univ k)
  have hMx : M * x k - y k = 0 := (mul_eq_zero.mp hterm).resolve_left hkk.ne'
  -- hence `M ^ 2 = 1`, and the two bounds close up
  have hfac : (M - 1) * ((M + 1) * y k) = 0 := by
    linear_combination hMx - M * hkM
  have hM1 : M = 1 := by
    have h := (mul_eq_zero.mp hfac).resolve_right
      (mul_pos (by linarith) (hy k).1).ne'
    linarith
  have a := h1 i₀
  have b := h2 i₀
  rw [hM1, one_mul] at a b
  exact le_antisymm b a
```

In the code, `Finset.exists_max_image` supplies $k$, `h1` and `h2` are the two global bounds, and `hsum` is the row identity. `hterm` extracts its $k$-th term, and `hfac` is $(M^2-1)\,y_k=0$ in factored form.

If all entries are strictly positive, both conditions on $A$ hold automatically.

```lean
/-- A coupling matrix with strictly positive entries has at most one self-consistent vector. -/
theorem selfConsistent_unique_of_pos {A : Matrix ι ι ℝ} {x y : ι → ℝ}
    (hA : ∀ i j, 0 < A i j) (hx : IsSelfConsistent A x) (hy : IsSelfConsistent A y) : x = y :=
  selfConsistent_unique (fun i j => (hA i j).le) (fun _ j _ => hA j j) hx hy
```

## Back to the activity coefficients

Since $p_j\ge0$ and $\sum_jp_j=1$, some bin is occupied, so the sum inside the logarithm is positive. Moving both logarithms to one side gives

$$\ln\Big(\Gamma_i\sum_jp_je^{-\beta E_{ij}}\Gamma_j\Big)=0,$$

which is equivalent to the product being one.

```lean
/-- For a non-negative profile that sums to one, the logarithmic COSMO-RS equations are equivalent
to self-consistency for the COSMO-RS coupling matrix. -/
theorem segmentActivity_iff {p : ι → ℝ} {E : ι → ι → ℝ} {β : ℝ} {Γ : ι → ℝ}
    (hp : ∀ j, 0 ≤ p j) (hp1 : ∑ j, p j = 1) :
    IsSegmentActivity p E β Γ ↔ IsSelfConsistent (segmentMatrix p E β) Γ := by
  obtain ⟨k, hk⟩ : ∃ k, 0 < p k := by
    by_contra hne
    have h0 : ∀ j, p j = 0 := fun j =>
      le_antisymm (not_lt.mp fun h => hne ⟨j, h⟩) (hp j)
    simp [h0] at hp1
  -- the argument of the logarithm is positive
  have hS : (∀ j, 0 < Γ j) → ∀ i, 0 < ∑ j, p j * Real.exp (-β * E i j) * Γ j :=
    fun hΓ i => Finset.sum_pos'
      (fun j _ => mul_nonneg (mul_nonneg (hp j) (Real.exp_pos _).le) (hΓ j).le)
      ⟨k, Finset.mem_univ k, mul_pos (mul_pos hk (Real.exp_pos _)) (hΓ k)⟩
  constructor
  · intro h i
    have hSi := hS (fun j => (h j).1) i
    refine ⟨(h i).1, ?_⟩
    change Γ i * ∑ j, p j * Real.exp (-β * E i j) * Γ j = 1
    apply Real.eq_one_of_pos_of_log_eq_zero (mul_pos (h i).1 hSi)
    rw [Real.log_mul (h i).1.ne' hSi.ne']
    linarith [(h i).2]
  · intro h i
    have hSi := hS (fun j => (h j).1) i
    have h2 : Γ i * ∑ j, p j * Real.exp (-β * E i j) * Γ j = 1 := (h i).2
    have h3 := congrArg Real.log h2
    rw [Real.log_mul (h i).1.ne' hSi.ne', Real.log_one] at h3
    exact ⟨(h i).1, by linarith⟩
```

Bins may be empty. If $A_{ij}>0$, then $p_j>0$, and so $A_{jj}=p_je^{-\beta E_{jj}}>0$. This is the self-coupling condition, and uniqueness follows for all $\Gamma_i$, including those of empty bins.

```lean
/-- For a non-negative profile that sums to one, the COSMO-RS equations have at most one solution
in positive segment activity coefficients. -/
theorem segmentActivity_unique {p : ι → ℝ} {E : ι → ι → ℝ} {β : ℝ} {Γ Γ' : ι → ℝ}
    (hp : ∀ j, 0 ≤ p j) (hp1 : ∑ j, p j = 1)
    (h : IsSegmentActivity p E β Γ) (h' : IsSegmentActivity p E β Γ') : Γ = Γ' := by
  refine selfConsistent_unique (A := segmentMatrix p E β)
    (fun i j => mul_nonneg (hp j) (Real.exp_pos _).le) ?_
    ((segmentActivity_iff hp hp1).mp h) ((segmentActivity_iff hp hp1).mp h')
  -- a segment that is coupled to has positive weight, so it couples to itself
  intro i j hij
  have hj : 0 < p j := (hp j).lt_of_ne' fun h0 => by
    simp [segmentMatrix, h0] at hij
  exact mul_pos hj (Real.exp_pos _)
```

## Equal row sums

If $A$ is strictly positive and every row sums to $s>0$, a constant vector $g$ solves the problem when $g^2s=1$, so $g=1/\sqrt s$. Uniqueness excludes any other solution. With all bins occupied and all contact energies zero, $s=1$ and every $\Gamma_i=1$.

```lean
/-- If all rows of a strictly positive coupling matrix have the same sum `s > 0`, the
self-consistent vector is the constant `1 / √s`, and there is no other. -/
theorem selfConsistent_iff_of_equal_rows {A : Matrix ι ι ℝ} {x : ι → ℝ} {s : ℝ}
    (hA : ∀ i j, 0 < A i j) (hs : 0 < s) (hrow : ∀ i, ∑ j, A i j = s) :
    IsSelfConsistent A x ↔ x = fun _ => 1 / √s := by
  have h0 : IsSelfConsistent A (fun _ => 1 / √s) := by
    intro i
    refine ⟨one_div_pos.mpr (Real.sqrt_pos.mpr hs), ?_⟩
    change 1 / √s * ∑ j, A i j * (1 / √s) = 1
    rw [← Finset.sum_mul, hrow i]
    calc 1 / √s * (s * (1 / √s)) = s / (√s * √s) := by
          rw [div_mul_eq_mul_div, one_mul, mul_one_div, div_div]
      _ = 1 := by rw [Real.mul_self_sqrt hs.le, div_self hs.ne']
  constructor
  · intro h
    exact selfConsistent_unique_of_pos hA h h0
  · intro h
    rw [h]
    exact h0
```

## Two segments that avoid their own kind

Let two segments couple only to each other, with unit strength. Both equations then read $x_0x_1=1$, solved by $(t,1/t)$ for every $t>0$. Non-negativity of $A$ is thus not enough for uniqueness, even for a symmetric matrix without zero rows. Finite contact energies exclude this case, because an occupied bin always couples to itself.

```lean
/-- Two segments that couple only to each other, with unit strength, admit the self-consistent
vector `(t, 1 / t)` for every `t > 0`. -/
theorem not_unique_without_self_coupling {t : ℝ} (ht : 0 < t) :
    IsSelfConsistent !![0, 1; 1, 0] ![t, 1 / t] := by
  intro i
  fin_cases i <;> simp [Fin.sum_univ_two, ht, ht.ne']

end

end CosmoRSUniqueness
```

```lean
#print axioms CosmoRSUniqueness.segmentActivity_unique
#print axioms CosmoRSUniqueness.selfConsistent_iff_of_equal_rows
#print axioms CosmoRSUniqueness.not_unique_without_self_coupling
```

```
'CosmoRSUniqueness.segmentActivity_unique' depends on axioms: [propext, Classical.choice, Quot.sound]
'CosmoRSUniqueness.selfConsistent_iff_of_equal_rows' depends on axioms: [propext, Classical.choice, Quot.sound]
'CosmoRSUniqueness.not_unique_without_self_coupling' depends on axioms: [propext, Classical.choice, Quot.sound]
```
